# Capacitor energies bound the charging error of the computational hydrogen electrode when the capacitance is nonnegative and bounded

## Can neutral slabs give a reaction energy at an applied potential?

To draw a free-energy diagram for a reduction, I compute the slab before and after the step, both neutral, and then add eU for each proton-electron pair consumed. The slab energies are never recomputed when I move the potential U. But a real electrode held at U carries surface charge, and the two slabs have different potentials of zero charge, so at most one of them can be neutral at the potential I plot. How large an error does this make in the reaction energy, and in the equilibrium potential I read off? Can I estimate it from a capacitance before paying for constant-potential calculations?

## One capacitor energy on each side

Yes, provided that the differential capacitance of each state is never negative and has a known upper bound. The full reaction energy minus the neutral-slab estimate then lies between minus the capacitor energy of the state after the step and plus that of the state before it, each computed with the upper bound of the capacitance.

Label the states 0 (before the step) and 1 (after it), and set the elementary charge to one. If E(q) is the energy of a state carrying surface charge q, its grand energy at potential U is W(U) = E(q) − qU, with q adjusted to the potential so that dE/dq = U. Hence

q = −W′,  q′ = −W″.

The second quantity is the differential capacitance. Suppose that it lies between 0 and C, and that q = 0 at the potential of zero charge. For the two states these constants are C0, C1 and U0, U1. At zero charge W equals E, so the neutral slabs supply W0(U0) and W1(U1). The quantity to be bounded is

D(U) = [W1(U) − W0(U)] − [W1(U1) − W0(U0)].

Everything follows from one fact of calculus. Let f have a nondecreasing derivative with f′(a) = 0. For x > a, the mean value theorem gives a point c between a and x with

f(x) − f(a) = f′(c)(x − a) ≥ 0,

because f′(c) ≥ f′(a) = 0. For x < a there is a c between x and a with

f(a) − f(x) = f′(c)(a − x) ≤ 0,

because now f′(c) ≤ 0. Either way f(a) ≤ f(x).

Apply this to state i, where i is 0 or 1, with a = Ui. First take f = −Wi. Its derivative is the charge qi, which is nondecreasing and vanishes at Ui, so

Wi(U) ≤ Wi(Ui).

Next take f(U) = Wi(U) + Ci(U − Ui)²/2. Its derivative is Ci(U − Ui) − qi(U), which vanishes at Ui and has slope Ci − qi′ ≥ 0. Therefore

Wi(Ui) ≤ Wi(U) + Ci(U − Ui)²/2.

Charging thus lowers each grand energy, by no more than the energy of a capacitor with the maximal capacitance:

−Ci(U − Ui)²/2 ≤ Wi(U) − Wi(Ui) ≤ 0.

D(U) is this change for state 1 minus the same change for state 0. It is smallest when state 1 is lowered fully and state 0 not at all, and largest in the opposite case:

−C1(U − U1)²/2 ≤ D(U) ≤ C0(U − U0)²/2.

The two capacitor energies do not add up. With invented values C0 = C1 = 0.1 e/V per cell, U − U0 = 0.8 V and U − U1 = 0.6 V, D(U) lies between −0.018 eV and +0.032 eV.

For the equilibrium potential, let the step consume n > 0 proton-electron pairs, and let g be the free energy of the equivalent hydrogen gas, that is, n/2 molecules of H2 at the pressure of the reference electrode. The energies of the two states are then free energies as well, with thermal corrections included. All potentials, including U0 and U1, are measured against the reversible hydrogen electrode, so that at zero potential a proton-electron pair has the free energy of half an H2 molecule in that gas. Let U now be a potential at which the full reaction energy vanishes, and V the one at which the neutral-slab estimate vanishes:

W1(U) − W0(U) + nU − g = 0,

W1(U1) − W0(U0) + nV − g = 0.

Subtracting gives D(U) + n(U − V) = 0, so U − V = −D(U)/n. The minus sign exchanges the roles of the two states:

−C0(U − U0)²/(2n) ≤ U − V ≤ C1(U − U1)²/(2n).

The bounds contain the full equilibrium potential U, not the estimate V that you have computed. To use them you need some range in which U is known to lie.

If C0 = C1 = 0, both grand energies are constant, D(U) = 0 at every potential, and the neutral-slab estimate is exact within the model. At the other extreme, a constant-capacitance electrode has W(U) = E − C(U − Uz)²/2, where E is now its zero-charge energy and Uz its potential of zero charge. For two such electrodes, state 0 is unchanged at U = U0, and D equals the lower bound. At U = U1 state 1 is unchanged, and D equals the upper bound. The prefactors 1/2 therefore cannot be reduced for the whole class of electrodes.

Here is the complete Lean development.

```lean
import Mathlib

namespace ComputationalHydrogenElectrode

noncomputable section

/-- The surface charge of an electrode with grand energy `W` at potential `U`: minus the
slope of the grand energy. -/
def surfaceCharge (W : ℝ → ℝ) (U : ℝ) : ℝ := -deriv W U

/-- The differential capacitance: the derivative of the surface charge with respect to the
potential. -/
def capacitance (W : ℝ → ℝ) (U : ℝ) : ℝ := deriv (surfaceCharge W) U

/-- An electrode with twice continuously differentiable grand energy `W`, whose capacitance
lies between zero and `C` at every potential, and which is uncharged at the potential `Uz`. -/
structure IsElectrode (W : ℝ → ℝ) (C Uz : ℝ) : Prop where
  smooth : ContDiff ℝ 2 W
  capacitance_nonneg : ∀ U, 0 ≤ capacitance W U
  capacitance_le : ∀ U, capacitance W U ≤ C
  neutral : surfaceCharge W Uz = 0

/-- A function whose derivative is nondecreasing and vanishes at `a` takes its least value at `a`.
-/
theorem le_of_monotone_derivative {f f' : ℝ → ℝ} {a : ℝ}
    (hf : ∀ x, HasDerivAt f (f' x) x) (hm : Monotone f') (h0 : f' a = 0) (x : ℝ) :
    f a ≤ f x := by
  have hc : Continuous f := continuous_iff_continuousAt.2 fun y => (hf y).continuousAt
  rcases lt_trichotomy a x with h | h | h
  · -- to the right of `a` the mean slope is nonnegative
    obtain ⟨c, hcm, hs⟩ := exists_hasDerivAt_eq_slope f f' h hc.continuousOn fun y _ => hf y
    have h1 : 0 ≤ f' c := h0 ▸ hm hcm.1.le
    rw [eq_div_iff (sub_pos.2 h).ne'] at hs
    linarith [mul_nonneg h1 (sub_pos.2 h).le]
  · rw [h]
  · -- to the left of `a` the mean slope is nonpositive
    obtain ⟨c, hcm, hs⟩ := exists_hasDerivAt_eq_slope f f' h hc.continuousOn fun y _ => hf y
    have h1 : f' c ≤ 0 := h0 ▸ hm hcm.2.le
    rw [eq_div_iff (sub_pos.2 h).ne'] at hs
    linarith [mul_nonneg (neg_nonneg.2 h1) (sub_pos.2 h).le]

/-- The grand energy of an electrode is at most its value at zero charge, and lies below that
value by no more than the charging energy of a capacitor with the maximal capacitance `C`. -/
theorem grandEnergy_bounds {W : ℝ → ℝ} {C Uz : ℝ} (h : IsElectrode W C Uz) (U : ℝ) :
    W Uz - C * (U - Uz) ^ 2 / 2 ≤ W U ∧ W U ≤ W Uz := by
  have hq : Differentiable ℝ (surfaceCharge W) := h.smooth.differentiable_deriv_two.neg
  have hW : ∀ x, HasDerivAt W (-surfaceCharge W x) x := fun x =>
    (h.smooth.differentiable (by norm_num) x).hasDerivAt.congr_deriv (neg_neg _).symm
  have hl : ∀ x : ℝ, HasDerivAt (fun y : ℝ => y - Uz) 1 x := fun x =>
    (hasDerivAt_id' x).sub_const Uz
  constructor
  · -- adding the capacitor parabola makes the grand energy convex
    have hd : ∀ x, HasDerivAt (fun y => C * (y - Uz) - surfaceCharge W y)
        (C * 1 - capacitance W x) x := fun x =>
      ((hl x).const_mul C).fun_sub (hq x).hasDerivAt
    have hm : Monotone (fun y => C * (y - Uz) - surfaceCharge W y) := by
      apply monotone_of_deriv_nonneg (fun x => (hd x).differentiableAt)
      intro x
      rw [(hd x).deriv]
      linarith [h.capacitance_le x]
    have hf : ∀ x, HasDerivAt (fun y => W y + C / 2 * ((y - Uz) * (y - Uz)))
        (C * (x - Uz) - surfaceCharge W x) x := fun x =>
      ((hW x).fun_add (((hl x).fun_mul (hl x)).const_mul (C / 2))).congr_deriv (by ring)
    have key := le_of_monotone_derivative (a := Uz) hf hm (by simp [h.neutral]) U
    simp only [sub_self, mul_zero, add_zero] at key
    linarith
  · -- the charge grows with the potential, so the grand energy is concave
    have hm : Monotone (surfaceCharge W) :=
      monotone_of_deriv_nonneg hq h.capacitance_nonneg
    have hf : ∀ x, HasDerivAt (fun y => -W y) (surfaceCharge W x) x := fun x =>
      (hW x).fun_neg.congr_deriv (neg_neg _)
    have key := le_of_monotone_derivative hf hm h.neutral U
    linarith

/-- The difference of the grand energies of two electrodes at a common potential `U` departs
from the difference of their zero-charge values by at least `-C1 (U - U1)² / 2` and at most
`C0 (U - U0)² / 2`. -/
theorem grandEnergy_difference_bounds {W0 W1 : ℝ → ℝ} {C0 C1 U0 U1 : ℝ}
    (h0 : IsElectrode W0 C0 U0) (h1 : IsElectrode W1 C1 U1) (U : ℝ) :
    -(C1 * (U - U1) ^ 2 / 2) ≤ (W1 U - W0 U) - (W1 U1 - W0 U0) ∧
      (W1 U - W0 U) - (W1 U1 - W0 U0) ≤ C0 * (U - U0) ^ 2 / 2 := by
  obtain ⟨a0, b0⟩ := grandEnergy_bounds h0 U
  obtain ⟨a1, b1⟩ := grandEnergy_bounds h1 U
  constructor <;> linarith

/-- The energy of a reduction from state 0 to state 1 at potential `U`, measured against the
reversible hydrogen electrode, that consumes `n` proton-electron pairs, with `g` the energy of the
equivalent hydrogen gas and the elementary charge set to one. -/
def reductionEnergy (W0 W1 : ℝ → ℝ) (n g U : ℝ) : ℝ := W1 U - W0 U + n * U - g

/-- The computational hydrogen electrode estimate of the reduction energy: the grand energies
are kept at their values at `U0` and `U1`, and only the electron term depends on `U`. -/
def cheReductionEnergy (W0 W1 : ℝ → ℝ) (U0 U1 n g U : ℝ) : ℝ :=
  W1 U1 - W0 U0 + n * U - g

/-- Let states 0 and 1 be electrodes with capacitances between zero and `C0`, `C1` and with
potentials of zero charge `U0`, `U1`. If the reduction energy vanishes at `U` and its computational
hydrogen electrode estimate, taken at the potentials of zero charge, vanishes at `V`, then for
`n > 0` the difference `U - V` lies between `-C0 (U - U0)² / (2n)` and `C1 (U - U1)² / (2n)`. -/
theorem equilibrium_potential_bounds {W0 W1 : ℝ → ℝ} {C0 C1 U0 U1 n g U V : ℝ}
    (h0 : IsElectrode W0 C0 U0) (h1 : IsElectrode W1 C1 U1) (hn : 0 < n)
    (hU : reductionEnergy W0 W1 n g U = 0)
    (hV : cheReductionEnergy W0 W1 U0 U1 n g V = 0) :
    -(C0 * (U - U0) ^ 2) / (2 * n) ≤ U - V ∧
      U - V ≤ C1 * (U - U1) ^ 2 / (2 * n) := by
  obtain ⟨a, b⟩ := grandEnergy_difference_bounds h0 h1 U
  unfold reductionEnergy at hU
  unfold cheReductionEnergy at hV
  have h2n : 0 < 2 * n := by positivity
  -- the two equilibrium conditions turn the energy error into a potential error
  have key : (U - V) * (2 * n) = -2 * ((W1 U - W0 U) - (W1 U1 - W0 U0)) := by
    linear_combination 2 * hU - 2 * hV
  constructor
  · rw [div_le_iff₀ h2n, key]
    linarith
  · rw [le_div_iff₀ h2n, key]
    linarith

/-- The grand energy of an electrode with constant capacitance `C`, zero-charge potential `Uz`
and zero-charge energy `E`. -/
def capacitorEnergy (E C Uz U : ℝ) : ℝ := E - C * (U - Uz) ^ 2 / 2

/-- For every `C ≥ 0` the constant-capacitance grand energy is that of an electrode with
capacitance bound `C` and zero-charge potential `Uz`. -/
theorem isElectrode_witness (E Uz : ℝ) {C : ℝ} (hC : 0 ≤ C) :
    IsElectrode (capacitorEnergy E C Uz) C Uz := by
  have hl : ∀ x : ℝ, HasDerivAt (fun y : ℝ => y - Uz) 1 x := fun x =>
    (hasDerivAt_id' x).sub_const Uz
  have e : capacitorEnergy E C Uz = fun y => E - C / 2 * ((y - Uz) * (y - Uz)) := by
    funext y
    simp only [capacitorEnergy]
    ring
  -- the charge is linear in the potential
  have hq : surfaceCharge (capacitorEnergy E C Uz) = fun y => C * (y - Uz) := by
    funext x
    have hd := (((hl x).fun_mul (hl x)).const_mul (C / 2)).const_sub E
    rw [surfaceCharge, e, hd.deriv]
    ring
  have hc : ∀ x, capacitance (capacitorEnergy E C Uz) x = C := by
    intro x
    rw [capacitance, hq, ((hl x).const_mul C).deriv, mul_one]
  refine ⟨?_, fun x => ?_, fun x => ?_, ?_⟩
  · rw [e]
    fun_prop
  · rw [hc x]
    exact hC
  · rw [hc x]
  · simp [hq]

/-- For two constant-capacitance electrodes the departure from the zero-charge difference equals
`-C1 (U0 - U1)² / 2` at the potential `U0` and `C0 (U1 - U0)² / 2` at the potential `U1`. -/
theorem difference_bounds_sharp (E0 E1 C0 C1 U0 U1 : ℝ) :
    let W0 := capacitorEnergy E0 C0 U0
    let W1 := capacitorEnergy E1 C1 U1
    (W1 U0 - W0 U0) - (W1 U1 - W0 U0) = -(C1 * (U0 - U1) ^ 2 / 2) ∧
      (W1 U1 - W0 U1) - (W1 U1 - W0 U0) = C0 * (U1 - U0) ^ 2 / 2 := by
  intro W0 W1
  constructor <;> simp only [W0, W1, capacitorEnergy] <;> ring

end

end ComputationalHydrogenElectrode
```

```lean
#print axioms ComputationalHydrogenElectrode.equilibrium_potential_bounds
#print axioms ComputationalHydrogenElectrode.difference_bounds_sharp
```

```
'ComputationalHydrogenElectrode.equilibrium_potential_bounds' depends on axioms: [propext, Classical.choice, Quot.sound]
'ComputationalHydrogenElectrode.difference_bounds_sharp' depends on axioms: [propext, Classical.choice, Quot.sound]
```

### What the Lean statements say about the electrodes

A grand energy is a function `W : ℝ → ℝ` of the potential. The definitions `surfaceCharge` and `capacitance` are −W′ and the derivative of that charge, so the charge is positive above the potential of zero charge when the capacitance is positive. Energies in eV and potentials in volts make the capacitance a number of elementary charges per volt for the simulated cell, not per unit area.

The predicate `IsElectrode W C Uz` collects the physical assumptions:

- `smooth` says that W is twice continuously differentiable. This excludes a jump in the charge, as at a first-order surface transition. It also ensures that `deriv`, which returns zero where no derivative exists, means the true derivative here.
- `capacitance_nonneg` is electrostatic stability: raising the potential does not lower the surface charge.
- `capacitance_le` postulates a largest capacitance `C`, which stands for the finite ability of the double layer and the metal surface to store charge. It is an input, and has to come from a calculation or a measurement.
- `neutral` makes `Uz` a potential of zero charge.

Both capacitance conditions are imposed at every real potential, although the argument by hand uses them only between `Uz` and U.

The main theorem, `grandEnergy_difference_bounds`, takes two electrodes with their own constants and any real `U`, and returns the two inequalities for D(U). The definition `reductionEnergy` adds the electron term `n * U` and subtracts `g`, while `cheReductionEnergy` does the same with the grand energies frozen at their zero-charge values. Both use one potential scale throughout, with its zero at the reversible hydrogen electrode. `equilibrium_potential_bounds` takes the two equilibrium potentials as given; it does not claim that a root `U` exists or is unique. The number `n` may be any positive real, which includes the integers of chemistry.

The step from this model to your diagram is the identification of your computed slab energies with `W0 U0` and `W1 U1`. That requires a neutral slab in the same electrolyte environment as the charged one. An error from missing solvent, or from the density functional, comes on top of the bounds.

For electronic-structure work, the result can show that charging is too small to alter a conclusion about a reaction energy drawn from neutral slabs, as long as the assumed lower and upper capacitance bounds are valid for both states. The bounds treat the states separately and so ignore any cancellation: two identical electrodes have D(U) = 0, yet the interval generally has a positive width. Since the capacitance of a cell grows with its area, a large cell with one adsorbate can give a much wider interval than the actual error.

### From the mean value theorem to the potential shift

`le_of_monotone_derivative` is the calculus fact above. Its three cases place x to the right of a, at a, or to the left of a. The Mathlib theorem that does the work is `exists_hasDerivAt_eq_slope`. Given a function f that is continuous on a closed interval, and a function f' that is its derivative at every interior point, it returns an interior point c at which f' equals the mean slope. The derivative enters as a separate function, linked to f by `HasDerivAt`. This suits the physics: the lemma can be given the surface charge directly as the derivative of −W, and its monotonicity can be used without first simplifying a `deriv` expression. In the code, `hcm` records that c lies inside the interval, `hm` compares the derivative at c with its value at a, and `eq_div_iff` clears the denominator of the slope. `linarith` then finishes with the sign of the product.

`grandEnergy_bounds` uses this lemma twice. The facts `hq` and `hW` say that the charge is differentiable and that W has derivative −q. In the first half, `hd` computes the slope C − q′ of the function C(U − Uz) − q, and `monotone_of_deriv_nonneg` turns its nonnegative sign into monotonicity. `hf` identifies that function as the derivative of W plus the capacitor parabola, and `key` is the resulting minimum at `Uz`. The second half does the same for −W, whose derivative is the charge itself.

`grandEnergy_difference_bounds` takes the two bounds for each state and lets `linarith` subtract them. In `equilibrium_potential_bounds`, the equation `key` is U − V = −D(U)/n multiplied by 2n, obtained by `linear_combination` from the two equilibrium conditions. The positive factor 2n is then moved across each inequality.

The last two theorems deal with the capacitor example. `isElectrode_witness` computes the linear charge C(U − Uz) and the constant capacitance C, which satisfies the predicate whenever C ≥ 0. `difference_bounds_sharp` evaluates D at U0 and at U1 by algebra. Its identities hold for all real constants, and they describe electrodes in the sense of `IsElectrode` when C0 and C1 are nonnegative.
